# A small overlap determinant does not imply near linear dependence

Two normalised real basis functions with mutual overlap $s$ form a pair, with overlap matrix

$$P(s)=\begin{pmatrix}1&s\\ s&1\end{pmatrix}.$$

Take $n$ such pairs, functions of different pairs being orthogonal. Function $i\in\{0,1\}$ of pair $k\in\{0,\dots,n-1\}$ carries the index $(i,k)$, and the full overlap matrix $S$ has the elements $S_{(i,k),(j,l)}=\delta_{kl}P(s)_{ij}$.

For real coefficients $c_{ik}$, the number $c^{T}Sc$ is the squared norm of the function that they describe, and $\|c\|^2=c^Tc$ is the squared length of the coefficient vector. The basis is nearly linearly dependent when $c^TSc$ is very small for some $c$ with $\|c\|=1$.

```lean
import Mathlib

open Filter Topology Matrix

namespace OverlapDeterminant
```

In Lean, `pairOverlap s` is $P(s)$. The basis functions themselves do not appear; the code starts from their overlaps.

```lean
/-- Overlap matrix of two normalised real basis functions with mutual overlap `s`. -/
def pairOverlap (s : ℝ) : Matrix (Fin 2) (Fin 2) ℝ := !![1, s; s, 1]
```

The matrix $S$ is `pairsOverlap n s`, built by Mathlib's `blockDiagonal` from $n$ equal blocks. The index type `Fin 2 × Fin n` puts the function first and the pair second. The expression `c ⬝ᵥ c` is $\|c\|^2$, and `c ⬝ᵥ (pairsOverlap n s *ᵥ c)` is $c^TSc$. The case $n=0$ is allowed: the matrix is then empty and has determinant 1.

```lean
/-- Overlap matrix of `n` such pairs, functions of different pairs being orthogonal.
The index `(i, k)` is function `i` of pair `k`. -/
def pairsOverlap (n : ℕ) (s : ℝ) : Matrix (Fin 2 × Fin n) (Fin 2 × Fin n) ℝ :=
  Matrix.blockDiagonal fun _ => pairOverlap s
```

## (a) The determinant of one pair

Show that

$$\det P(s)=1-s^2 .$$

The product of the diagonal elements minus that of the off-diagonal ones is $1\cdot1-s\cdot s$. Lean uses the same $2\times2$ formula, and `ring` tidies the result.

```lean
/-- The overlap determinant of one pair is `1 - s²`. -/
theorem det_pairOverlap (s : ℝ) : (pairOverlap s).det = 1 - s ^ 2 := by
  rw [pairOverlap, Matrix.det_fin_two_of]
  ring
```

## (b) The determinant of all pairs

Show that

$$\det S=(1-s^2)^n .$$

Ordered pair by pair, $S$ has $n$ copies of $P(s)$ along its diagonal and zeros elsewhere. Its determinant is the product of the block determinants, which are all $1-s^2$ by (a). The lemma `Matrix.det_blockDiagonal` supplies the product, and `simp` turns a product of $n$ equal factors into a power.

```lean
/-- The overlap determinant of `n` pairs is `(1 - s²)ⁿ`. -/
theorem det_pairsOverlap (n : ℕ) (s : ℝ) :
    (pairsOverlap n s).det = (1 - s ^ 2) ^ n := by
  rw [pairsOverlap, Matrix.det_blockDiagonal]
  simp only [det_pairOverlap, Finset.prod_const, Finset.card_univ, Fintype.card_fin]
```

## (c) The coefficient norm, pair by pair

Show that

$$\|c\|^2=\sum_k\left(c_{0k}^2+c_{1k}^2\right).$$

The left side is the sum of $c_{ik}^2$ over all $(i,k)$. Writing out $i=0,1$ gives two sums over $k$, which combine into one. The proof does this with `Fin.sum_univ_two` and `Finset.sum_add_distrib`.

```lean
/-- The squared norm of the coefficient vector is a sum over pairs. -/
theorem normSq_eq_sum {n : ℕ} (c : Fin 2 × Fin n → ℝ) :
    c ⬝ᵥ c = ∑ k, (c (0, k) ^ 2 + c (1, k) ^ 2) := by
  simp only [dotProduct, Fintype.sum_prod_type, Fin.sum_univ_two]
  rw [← Finset.sum_add_distrib]
  refine Finset.sum_congr rfl fun k _ => ?_
  ring
```

## (d) The quadratic form, pair by pair

Show that

$$c^TSc=\sum_k\left(c_{0k}^2+2s\,c_{0k}c_{1k}+c_{1k}^2\right).$$

Insert the matrix elements:

$$c^TSc=\sum_{k,l}\sum_{i,j}c_{ik}\,\delta_{kl}P(s)_{ij}\,c_{jl}=\sum_k\sum_{i,j}c_{ik}P(s)_{ij}c_{jk}.$$

The terms $i=j$ give the squares, and the two terms $i\neq j$ each give $s\,c_{0k}c_{1k}$. In Lean, `Finset.sum_ite_eq` plays the part of the Kronecker delta, and `h00` to `h11` are the four elements of $P(s)$.

```lean
/-- The quadratic form `cᵀSc` is a sum over pairs, with one cross term for each pair. -/
theorem quadForm_eq_sum {n : ℕ} (s : ℝ) (c : Fin 2 × Fin n → ℝ) :
    c ⬝ᵥ (pairsOverlap n s *ᵥ c) =
      ∑ k, (c (0, k) ^ 2 + 2 * s * c (0, k) * c (1, k) + c (1, k) ^ 2) := by
  have h00 : pairOverlap s 0 0 = 1 := rfl
  have h01 : pairOverlap s 0 1 = s := rfl
  have h10 : pairOverlap s 1 0 = s := rfl
  have h11 : pairOverlap s 1 1 = 1 := rfl
  -- only the blocks on the diagonal survive in the double sum
  simp only [dotProduct, Matrix.mulVec, pairsOverlap, Matrix.blockDiagonal_apply,
    Fintype.sum_prod_type, Fin.sum_univ_two, ite_mul, zero_mul, Finset.sum_ite_eq,
    Finset.mem_univ, if_true, h00, h01, h10, h11]
  rw [← Finset.sum_add_distrib]
  refine Finset.sum_congr rfl fun k _ => ?_
  ring
```

## (e) A lower bound without $n$

Show that for every $n$, every real $s$ and every real $c$

$$c^TSc\ \ge\ (1-|s|)\,\|c\|^2 .$$

By (c) and (d) it is enough to compare the contributions of one pair. With $a=c_{0k}$ and $b=c_{1k}$,

$$a^2+2sab+b^2-(1-|s|)(a^2+b^2)=|s|(a^2+b^2)+2sab=|s|(a\pm b)^2\ \ge 0,$$

with the plus sign for $s\ge0$ and the minus sign for $s\le0$. Summing over $k$ gives the bound.

The proof makes the same case distinction with `le_total`, and `nlinarith` receives the product of $|s|$ and the square as a nonnegative term. For $|s|<1$ the constant is positive, and the inequality then keeps $c^TSc$ away from zero for all $c$ of unit length.

```lean
/-- For any number of pairs and any real coefficients, `cᵀSc ≥ (1 - |s|) ‖c‖²`. -/
theorem quadForm_lower_bound {n : ℕ} (s : ℝ) (c : Fin 2 × Fin n → ℝ) :
    (1 - |s|) * (c ⬝ᵥ c) ≤ c ⬝ᵥ (pairsOverlap n s *ᵥ c) := by
  rw [quadForm_eq_sum, normSq_eq_sum, Finset.mul_sum]
  refine Finset.sum_le_sum fun k _ => ?_
  -- in each pair the difference is |s| times a perfect square
  rcases le_total 0 s with hs | hs
  · rw [abs_of_nonneg hs]
    nlinarith [mul_nonneg hs (sq_nonneg (c (0, k) + c (1, k)))]
  · rw [abs_of_nonpos hs]
    nlinarith [mul_nonneg (neg_nonneg.mpr hs) (sq_nonneg (c (0, k) - c (1, k)))]
```

## (f) The constant is the best possible

Show that for $n\ge1$ some $c\neq0$ satisfies

$$c^TSc=(1-|s|)\,\|c\|^2 .$$

Equality in (e) holds when the square vanishes in every pair. For $s\ge0$ take the out-of-phase combination $c_{0k}=1$, $c_{1k}=-1$; for $s\le0$ take the in-phase one, $c_{0k}=c_{1k}=1$. In both cases $\|c\|^2=2n$ and $c^TSc=2n(1-|s|)$. Divided by $\sqrt{2n}$, the vector has unit length and the form has the value $1-|s|$.

The code keeps the unnormalised vectors and checks equality pair by pair. The condition `0 < n` is needed: for $n=0$ the only coefficient vector is zero.

```lean
/-- The constant `1 - |s|` is the best possible: with at least one pair, some nonzero
coefficient vector attains equality. -/
theorem quadForm_bound_sharp {n : ℕ} (hn : 0 < n) (s : ℝ) :
    ∃ c : Fin 2 × Fin n → ℝ, c ≠ 0 ∧
      c ⬝ᵥ (pairsOverlap n s *ᵥ c) = (1 - |s|) * (c ⬝ᵥ c) := by
  rcases le_total 0 s with hs | hs
  · -- out-of-phase combination in every pair
    refine ⟨fun p => (![1, -1] : Fin 2 → ℝ) p.1, fun h => ?_, ?_⟩
    · have h0 : (1 : ℝ) = 0 := congrFun h (0, ⟨0, hn⟩)
      exact one_ne_zero h0
    · rw [quadForm_eq_sum, normSq_eq_sum, abs_of_nonneg hs, Finset.mul_sum]
      refine Finset.sum_congr rfl fun k _ => ?_
      simp only [Matrix.cons_val_zero, Matrix.cons_val_one]
      ring
  · -- in-phase combination in every pair
    refine ⟨fun p => (![1, 1] : Fin 2 → ℝ) p.1, fun h => ?_, ?_⟩
    · have h0 : (1 : ℝ) = 0 := congrFun h (0, ⟨0, hn⟩)
      exact one_ne_zero h0
    · rw [quadForm_eq_sum, normSq_eq_sum, abs_of_nonpos hs, Finset.mul_sum]
      refine Finset.sum_congr rfl fun k _ => ?_
      simp only [Matrix.cons_val_zero, Matrix.cons_val_one]
      ring
```

## (g) The limit and the bound together

Let $0<|s|<1$. Show that

$$\lim_{n\to\infty}\det S=0,\qquad 1-|s|>0,\qquad c^TSc\ge(1-|s|)\,\|c\|^2\ \text{ for all } n \text{ and } c .$$

Since $0<s^2<1$, the number $1-s^2$ lies strictly between 0 and 1, and its powers tend to zero; by (b) these are the determinants. The second statement is the hypothesis, and the third is (e).

In Lean the limit is `Tendsto … atTop (𝓝 0)`. The constant $1-|s|$ does not contain $n$, so the bound is uniform in the number of pairs. The determinant shrinks because each new pair contributes another factor below 1, although no pair comes closer to dependence.

Both hypotheses matter. For $s=0$ the determinant is 1 for every $n$, and the limit fails. For $s=1$ the two functions of a pair coincide: the constant is zero, and already for $n=1$ the vector $(1,-1)$ has $c^TSc=0$.

For electronic-structure calculations in non-orthogonal bases, this model of identical, mutually orthogonal pairs shows that a tiny $\det S$ does not by itself prove near dependence.

```lean
/-- For `0 < |s| < 1` the overlap determinant of `n` pairs tends to zero as `n` grows, while
`cᵀSc ≥ (1 - |s|) ‖c‖²` holds with the same positive constant for every `n` and real `c`. -/
theorem small_det_without_near_dependence {s : ℝ} (hs0 : s ≠ 0) (hs1 : |s| < 1) :
    Tendsto (fun n => (pairsOverlap n s).det) atTop (𝓝 0) ∧
      0 < 1 - |s| ∧
      ∀ (n : ℕ) (c : Fin 2 × Fin n → ℝ),
        (1 - |s|) * (c ⬝ᵥ c) ≤ c ⬝ᵥ (pairsOverlap n s *ᵥ c) := by
  refine ⟨?_, by linarith, fun n c => quadForm_lower_bound s c⟩
  obtain ⟨h1, h2⟩ := abs_lt.mp hs1
  have hpos : 0 < s ^ 2 := by positivity
  simp only [det_pairsOverlap]
  exact tendsto_pow_atTop_nhds_zero_of_lt_one (by nlinarith) (by linarith)
```

## (h) Overlap one half

For $s=1/2$ show that

$$\det S=\left(\tfrac34\right)^n\to0,\qquad c^TSc\ge\tfrac12\|c\|^2 .$$

Here $1-s^2=3/4$ and $1-|s|=1/2$, so (b), (g) and (e) give the three statements. With 20 pairs the determinant is about $0.0032$, yet every $c$ with $\|c\|=1$ has $c^TSc\ge0.5$. The proof evaluates $|1/2|$ once, in `habs`, and specialises the earlier theorems.

```lean
/-- For overlap `1/2` in each pair the determinant is `(3/4)ⁿ` and tends to zero, while
`cᵀSc ≥ ‖c‖²/2` for every `n` and every real `c`. -/
theorem half_overlap :
    (∀ n, (pairsOverlap n (1 / 2)).det = (3 / 4) ^ n) ∧
      Tendsto (fun n => (pairsOverlap n (1 / 2)).det) atTop (𝓝 0) ∧
      ∀ (n : ℕ) (c : Fin 2 × Fin n → ℝ),
        (c ⬝ᵥ c) / 2 ≤ c ⬝ᵥ (pairsOverlap n (1 / 2) *ᵥ c) := by
  have habs : |(1 / 2 : ℝ)| = 1 / 2 := abs_of_pos (by norm_num)
  refine ⟨fun n => ?_, ?_, fun n c => ?_⟩
  · rw [det_pairsOverlap]
    norm_num
  · exact (small_det_without_near_dependence (by norm_num) (by rw [habs]; norm_num)).1
  · have h := quadForm_lower_bound (1 / 2) c
    rw [habs] at h
    linarith
```

## (i) One pair with the same determinant

Let $|s|<1$. Show that for every $n$ there is an overlap $t$ with $0\le t<1$ such that, for $d=(1,-1)$,

$$\det P(t)=\det S,\qquad d^TP(t)\,d\le \det S\;\|d\|^2 .$$

Put $q=(1-s^2)^n$, so that $0<q\le1$, and choose $t=\sqrt{1-q}$. Then $0\le t<1$ and $\det P(t)=1-t^2=q$. Moreover $d^TP(t)d=2-2t$ and $\|d\|^2=2$, so the inequality reads $2(1-t)\le2q$. It holds because

$$q-(1-t)=(1-t)(1+t)-(1-t)=t(1-t)\ge0 .$$

For the coefficient vector $d/\sqrt2$, which has unit length, the form is $1-t\le q$. If $s\neq0$, then $q\to0$ as $n$ grows, and this single pair, whose overlap $t$ depends on $n$, does become nearly dependent. For $s=1/2$ and $n=20$ its form is about $0.0016$, against at least $0.5$ for the 20 pairs with the same determinant. The determinant alone therefore does not distinguish the two bases. In the smallest case, $n=0$, one finds $q=1$ and $t=0$, and the inequality is an equality.

The code names the power $q$ with `generalize`, obtains $t$ from the square root, computes the form and the norm in `hform` and `hnorm`, and closes with $t(1-t)\ge0$.

```lean
/-- For `|s| < 1` and every `n`, a single pair with a suitable overlap `0 ≤ t < 1` has the same
determinant as the `n` pairs, and its combination `c = (1, -1)` has `cᵀSc` at most that
determinant times `‖c‖²`. -/
theorem same_det_single_pair {s : ℝ} (hs : |s| < 1) (n : ℕ) :
    ∃ t : ℝ, 0 ≤ t ∧ t < 1 ∧ (pairOverlap t).det = (pairsOverlap n s).det ∧
      (![1, -1] : Fin 2 → ℝ) ⬝ᵥ (pairOverlap t *ᵥ ![1, -1]) ≤
        (pairsOverlap n s).det * ((![1, -1] : Fin 2 → ℝ) ⬝ᵥ ![1, -1]) := by
  obtain ⟨h1, h2⟩ := abs_lt.mp hs
  have hb : 0 < 1 - s ^ 2 := by nlinarith
  have hq0 : 0 < (1 - s ^ 2) ^ n := pow_pos hb n
  have hq1 : (1 - s ^ 2) ^ n ≤ 1 := pow_le_one₀ hb.le (by linarith [sq_nonneg s])
  rw [det_pairsOverlap]
  generalize (1 - s ^ 2) ^ n = q at hq0 hq1 ⊢
  -- the overlap t solves 1 - t² = q
  obtain ⟨t, ht0, htq⟩ : ∃ t : ℝ, 0 ≤ t ∧ t ^ 2 = 1 - q :=
    ⟨√(1 - q), Real.sqrt_nonneg _, Real.sq_sqrt (by linarith)⟩
  have ht1 : t < 1 := by nlinarith
  have hform : (![1, -1] : Fin 2 → ℝ) ⬝ᵥ (pairOverlap t *ᵥ ![1, -1]) = 2 - 2 * t := by
    have h00 : pairOverlap t 0 0 = 1 := rfl
    have h01 : pairOverlap t 0 1 = t := rfl
    have h10 : pairOverlap t 1 0 = t := rfl
    have h11 : pairOverlap t 1 1 = 1 := rfl
    simp only [dotProduct, Matrix.mulVec, Fin.sum_univ_two, h00, h01, h10, h11,
      Matrix.cons_val_zero, Matrix.cons_val_one]
    ring
  have hnorm : (![1, -1] : Fin 2 → ℝ) ⬝ᵥ ![1, -1] = 2 := by
    simp only [dotProduct, Fin.sum_univ_two, Matrix.cons_val_zero, Matrix.cons_val_one]
    norm_num
  refine ⟨t, ht0, ht1, ?_, ?_⟩
  · rw [det_pairOverlap]
    linarith
  · rw [hform, hnorm]
    nlinarith [mul_nonneg ht0 (sub_nonneg.mpr ht1.le)]

end OverlapDeterminant
```

```lean
#print axioms OverlapDeterminant.quadForm_bound_sharp
#print axioms OverlapDeterminant.small_det_without_near_dependence
#print axioms OverlapDeterminant.half_overlap
#print axioms OverlapDeterminant.same_det_single_pair
```

```
'OverlapDeterminant.quadForm_bound_sharp' depends on axioms: [propext, Classical.choice, Quot.sound]
'OverlapDeterminant.small_det_without_near_dependence' depends on axioms: [propext, Classical.choice, Quot.sound]
'OverlapDeterminant.half_overlap' depends on axioms: [propext, Classical.choice, Quot.sound]
'OverlapDeterminant.same_det_single_pair' depends on axioms: [propext, Classical.choice, Quot.sound]
```
